# Plane waves are eigenmodes of linearised exchange on an infinite chain when the coupling falls off as a power α > 1 of distance

The lemma `planeWave_eigenmode` concerns the linearised exchange operator on an infinite chain with unit spacing. The operator sends a spin deviation u to the function whose value at site x is the sum over n = 1, 2, 3, … of (J/n^α)(2u(x) − u(x+n) − u(x−n)), with J any real number. The lemma states that for α > 1 and any real wavenumber k this series, applied to the plane wave exp(ikx), converges at each site x to 2J e(k) exp(ikx), where e(k) is the sum of (1 − cos kn)/n^α over the same n. The wave has modulus one at every site and so is not normalisable, and the claim is made site by site. The attempt takes the convergent real series for e(k), carries it over to the complex numbers and multiplies it by 2J exp(ikx). It then tries to match the result with the exchange series term by term, writing the cosine as a sum of two exponentials.

The first attempt, which Lean rejects:

```lean
import Mathlib

open Finset
open scoped Real

namespace PlaneWaveEigenmode

noncomputable section

/-- Cost of twisting a bond of length `r + 1` by a wave of wavenumber `k`, for a coupling
that decays with the power `α` of the distance. -/
def bondCost (α k : ℝ) (r : ℕ) : ℝ :=
  ((r : ℝ) + 1) ^ (-α) * (1 - Real.cos (k * ((r : ℝ) + 1)))

/-- The dispersion sum `e(k)`: the bond costs added over all lengths `1, 2, 3, …`. -/
def modeSum (α k : ℝ) : ℝ := ∑' r : ℕ, bondCost α k r

/-- A plane wave of wavenumber `k` on the infinite chain. -/
def planeWave (k : ℝ) (x : ℤ) : ℂ := Complex.exp (((k : ℂ) * (x : ℂ)) * Complex.I)

/-- Contribution of the two bonds of length `r + 1` at site `x` to the linearised exchange
operator with coupling `J`, acting on the spin deviation `u`. -/
def exchangeTerm (J α : ℝ) (u : ℤ → ℂ) (x : ℤ) (r : ℕ) : ℂ :=
  (J : ℂ) * ((((r : ℝ) + 1) ^ (-α) : ℝ) : ℂ) *
    (2 * u x - u (x + ((r : ℤ) + 1)) - u (x - ((r : ℤ) + 1)))

/-- Every bond cost is nonnegative. -/
theorem bondCost_nonneg (α k : ℝ) (r : ℕ) : 0 ≤ bondCost α k r :=
  mul_nonneg (Real.rpow_nonneg (by positivity) _) (sub_nonneg.2 (Real.cos_le_one _))

/-- For `α > 1` the bond costs have a finite total. -/
theorem summable_bondCost {α : ℝ} (hα : 1 < α) (k : ℝ) : Summable (bondCost α k) := by
  have h := (summable_nat_add_iff 1).2 (Real.summable_nat_rpow.2 (by linarith : -α < -1))
  refine Summable.of_nonneg_of_le (bondCost_nonneg α k) (fun r => ?_) (h.mul_left 2)
  have hp : 0 ≤ ((r : ℝ) + 1) ^ (-α) := Real.rpow_nonneg (by positivity) _
  have hc := Real.neg_one_le_cos (k * ((r : ℝ) + 1))
  unfold bondCost
  push_cast
  nlinarith

/-- For `α > 1` a plane wave is an eigenmode of the linearised exchange operator, with
energy `2 J e(k)`. -/
theorem planeWave_eigenmode {α : ℝ} (hα : 1 < α) (J k : ℝ) (x : ℤ) :
    HasSum (exchangeTerm J α (planeWave k) x)
      (2 * (J : ℂ) * (modeSum α k : ℂ) * planeWave k x) := by
  have h0 : HasSum (fun r => ((bondCost α k r : ℝ) : ℂ)) (modeSum α k : ℂ) :=
    Complex.ofRealCLM.hasSum (summable_bondCost hα k).hasSum
  have h := h0.mul_left (2 * (J : ℂ) * planeWave k x)
  convert h using 1
  · funext r
    -- translation multiplies the wave by a phase
    have h1 : planeWave k (x + ((r : ℤ) + 1)) =
        planeWave k x * Complex.exp (((k : ℂ) * ((r : ℂ) + 1)) * Complex.I) := by
      unfold planeWave
      rw [← Complex.exp_add]
      congr 1
      push_cast
      ring
    have h2 : planeWave k (x - ((r : ℤ) + 1)) =
        planeWave k x * Complex.exp (-((k : ℂ) * ((r : ℂ) + 1)) * Complex.I) := by
      unfold planeWave
      rw [← Complex.exp_add]
      congr 1
      push_cast
      ring
    have hc : 2 * Complex.cos ((k : ℂ) * ((r : ℂ) + 1)) =
        Complex.exp (((k : ℂ) * ((r : ℂ) + 1)) * Complex.I) +
          Complex.exp (-((k : ℂ) * ((r : ℂ) + 1)) * Complex.I) := by
      rw [Complex.cos]
      ring
    have hb : ((bondCost α k r : ℝ) : ℂ) = ((((r : ℝ) + 1) ^ (-α) : ℝ) : ℂ) *
        (1 - Complex.cos ((k : ℂ) * ((r : ℂ) + 1))) := by
      rw [bondCost, Complex.ofReal_mul]
      congr 1
      push_cast
      rfl
    rw [exchangeTerm, h1, h2, hb]
    linear_combination
      ((J : ℂ) * ((((r : ℝ) + 1) ^ (-α) : ℝ) : ℂ) * planeWave k x) * hc
  · ring

end

end PlaneWaveEigenmode
```

The compiler's answer:

```
Main.lean:50:4: error: Tactic `apply` failed: could not unify the conclusion of `@funext`
  ?f = ?g
with the goal
  Complex.instAddCommMonoid =
    Complex.instNonUnitalCommRing.toNonUnitalNonAssocCommRing.toNonUnitalNonAssocSemiring.toAddCommMonoid

Note: The full type of `@funext` is
  ∀ {α : Sort ?u.54} {β : α → Sort ?u.53} {f g : (x : α) → β x}, (∀ (x : α), f x = g x) → f = g

case e'_3
α : ℝ
hα : 1 < α
J k : ℝ
x : ℤ
h0 : HasSum (fun r => ↑(bondCost α k r)) ↑(modeSum α k)
h : HasSum (fun i => 2 * ↑J * planeWave k x * ↑(bondCost α k i)) (2 * ↑J * planeWave k x * ↑(modeSum α k))
⊢ Complex.instAddCommMonoid =
    Complex.instNonUnitalCommRing.toNonUnitalNonAssocCommRing.toNonUnitalNonAssocSemiring.toAddCommMonoid
Try this:
  [apply] ring_nf
  
  The `ring` tactic failed to close the goal. Use `ring_nf` to obtain a normal form.
    
  Note that `ring` works primarily in *commutative* rings. If you have a noncommutative ring, abelian group or module, consider using `noncomm_ring`, `abel` or `module` instead.
Main.lean:80:2: error: unsolved goals
case e'_5
α : ℝ
hα : 1 < α
J k : ℝ
x : ℤ
h0 : HasSum (fun r => ↑(bondCost α k r)) ↑(modeSum α k)
h : HasSum (fun i => 2 * ↑J * planeWave k x * ↑(bondCost α k i)) (2 * ↑J * planeWave k x * ↑(modeSum α k))
⊢ exchangeTerm J α (planeWave k) x = fun i => ↑J * planeWave k x * ↑(bondCost α k i) * 2
Main.lean:45:59: error: unsolved goals
case e'_6
α : ℝ
hα : 1 < α
J k : ℝ
x : ℤ
h0 : HasSum (fun r => ↑(bondCost α k r)) ↑(modeSum α k)
h : HasSum (fun i => 2 * ↑J * planeWave k x * ↑(bondCost α k i)) (2 * ↑J * planeWave k x * ↑(modeSum α k))
⊢ 2 * ↑J * ↑(modeSum α k) * planeWave k x = 2 * ↑J * planeWave k x * ↑(modeSum α k)
```

Diagnosis. The proof has two bullets after `convert h using 1`, one for the terms of the series and one for its value, but `convert` left three goals. The extra one came first and asks that two `AddCommMonoid` structures on ℂ be equal. The statement uses ℂ's additive structure directly, while `h`, built with `mul_left`, reaches it through the ring structure. The two are equal by definition, but `convert` unfolds too little to see this and leaves the equation as a goal.

Each bullet therefore met the wrong goal. `funext r` failed on the equation between structures, which is not an equation between functions. `ring` was given the equation between the two series of terms, which it could rearrange but not prove, as that needs the trigonometric argument in the first bullet. The equation between the values, meant for `ring`, was left with no bullet, hence the last error.

The repair does without `convert`. The term-by-term argument is kept unchanged as the proof of `hf`, `funext` turns it into the equation of functions `hF`, and `ring` proves the equation of values `hv`. After `rw [hF, hv]` the goal reads like `h`, and `exact h` closes it, since Lean unfolds the two structures far enough to accept them as equal when it checks `h` against the goal.

The repair, with which the file compiles:

```diff
@@ -47,6 +47,7 @@
     Complex.ofRealCLM.hasSum (summable_bondCost hα k).hasSum
   have h := h0.mul_left (2 * (J : ℂ) * planeWave k x)
-  convert h using 1
-  · funext r
+  have hf : ∀ r : ℕ, exchangeTerm J α (planeWave k) x r =
+      2 * (J : ℂ) * planeWave k x * ((bondCost α k r : ℝ) : ℂ) := by
+    intro r
     -- translation multiplies the wave by a phase
     have h1 : planeWave k (x + ((r : ℤ) + 1)) =
@@ -78,5 +79,10 @@
     linear_combination
       ((J : ℂ) * ((((r : ℝ) + 1) ^ (-α) : ℝ) : ℂ) * planeWave k x) * hc
-  · ring
+  have hF : exchangeTerm J α (planeWave k) x =
+      fun r : ℕ => 2 * (J : ℂ) * planeWave k x * ((bondCost α k r : ℝ) : ℂ) := funext hf
+  have hv : 2 * (J : ℂ) * (modeSum α k : ℂ) * planeWave k x =
+      2 * (J : ℂ) * planeWave k x * (modeSum α k : ℂ) := by ring
+  rw [hF, hv]
+  exact h
 
 end
```
